# The mean primitive branching weight is infinite at a bare nucleus and finite for measurable potentials bounded below

## Potential, weight and radial integral

Atomic units are used. A walker is an electron at distance r from a nucleus of charge Z, the time step is τ, and the potential V is a real function of r alone. The primitive branching weight is

w(r) = exp(-τ V(r)).

A constant energy offset in the exponent would multiply every weight by the same positive factor, so it is left out.

For walkers spread uniformly in the unit ball centred on the nucleus, r has the density 3r² on (0,1). The mean weight is therefore three times the integral of the radial weight

r² exp(-τ V(r)).

Two potentials have names: the bare attraction -Z/r, and the capped attraction -Z/max(r, r_c), which is constant inside a core radius r_c > 0.

## What an infinite mean says about branching

Each walker at r > 0 has a finite weight, even at a bare nucleus. The question is whether the volume factor r² suppresses the region near the nucleus strongly enough for the mean to be finite. For -Z/r with Z > 0 it does not, however small the positive time step. This bears on diffusion Monte Carlo without importance sampling, and on the use of effective core potentials there, within a model of one electron, a local radial potential and uniformly distributed walkers. In this model an effective core potential that is bounded below gives a finite mean, while one that still behaves as -Z/r with Z > 0 close to the nucleus does not.

## Divergence for the Coulomb attraction

Let Z, τ > 0. For x ≥ 0,

exp(x/4) ≥ 1 + x/4 ≥ x/4,

and the fourth power gives exp(x) ≥ x⁴/256. With x = τZ/r,

r² exp(τZ/r) ≥ r² (τZ)⁴/(256 r⁴) = K/r², where K = (τZ)⁴/256.

An antiderivative of K/r² is -K/r. Hence, for 0 < ε ≤ 1,

∫ from ε to 1 of r² exp(τZ/r) dr ≥ K(1/ε - 1).

The right side tends to infinity as ε → 0+, and so does the integral.

Adding a bounded term to the potential does not help. Suppose V(r) ≤ -Z/r + C on (0,1). Then -τV(r) ≥ τZ/r - τC, so

r² exp(τZ/r) ≤ exp(τC) · r² exp(-τV(r)).

If the weight of V were integrable on (0,1), the Coulomb weight would be too, with some finite integral I. Every cut-off integral would then be at most I, which contradicts the divergence.

## A finite bound for potentials bounded below

Let V be measurable with V ≥ -M on (0,1), and let τ ≥ 0. Then -τV(r) ≤ τM, and

∫ from 0 to 1 of r² exp(-τV(r)) dr ≤ exp(τM) ∫ from 0 to 1 of r² dr = exp(τM)/3.

The mean weight is thus at most exp(τM), and the constant potential V = -M attains this bound. For the capped attraction with Z ≥ 0, max(r, r_c) ≥ r_c gives V ≥ -Z/r_c, so M = Z/r_c and the integral is at most exp(τZ/r_c)/3.

## The statements in Lean

`coulomb` and `cappedCoulomb` are the two potentials, `branchingWeight V τ r` is w(r), and `radialWeight V τ r` is r² w(r). The normalising factor 3 is not included.

- `coulomb_weight_diverges` assumes `0 < Z` and `0 < τ`. The filter `𝓝[>] 0` says that ε approaches zero from above, and `atTop` that the integral exceeds every bound.
- `not_integrable_of_le_coulomb` says that a potential below -Z/r + C has no integrable radial weight on the open interval `Ioo 0 1`. For measurable V, this means that the integral of the non-negative weight is infinite.
- `bounded_below_weight` gives integrability together with the upper bound. Both are needed, because Lean assigns the value 0 to the integral of a non-integrable function. The hypothesis `AEMeasurable` asks for measurability on (0,1) up to a null set.
- `constant_weight_integral` gives the value for the constant potential, and `capped_coulomb_weight` the bound for the capped one.

The theorems treat a single step with the potential evaluated at one point. They do not treat non-local pseudopotentials, importance sampling, where the local energy replaces V in the weight, or the time-step error of a complete simulation. A finite mean weight does not by itself make that error small.

## The complete file

```lean
import Mathlib

open MeasureTheory Filter Set Topology

namespace BranchingAtNucleus

noncomputable section

/-- The attraction `-Z/r` of an electron to a bare nucleus of charge `Z`, for `r ≠ 0`. -/
def coulomb (Z r : ℝ) : ℝ := -Z / r

/-- The Coulomb attraction held constant inside the core radius `rc`, for `rc > 0`. -/
def cappedCoulomb (Z rc r : ℝ) : ℝ := -Z / max r rc

/-- The primitive branching weight `exp(-τ V(r))` of a walker at distance `r`. -/
def branchingWeight (V : ℝ → ℝ) (τ r : ℝ) : ℝ := Real.exp (-τ * V r)

/-- The branching weight times the radial volume factor `r²`. -/
def radialWeight (V : ℝ → ℝ) (τ r : ℝ) : ℝ := r ^ 2 * branchingWeight V τ r

/-- For positive charge, time step and distance, the radial weight at a bare nucleus is at
least `(τZ)⁴ / (256 r²)`. -/
theorem coulomb_weight_lower {Z τ r : ℝ} (hZ : 0 < Z) (hτ : 0 < τ) (hr : 0 < r) :
    (τ * Z) ^ 4 / 256 / r ^ 2 ≤ radialWeight (coulomb Z) τ r := by
  have key : ∀ u : ℝ, r * u = 1 →
      (τ * Z) ^ 4 / 256 * u ^ 2 = r ^ 2 * (τ * Z * u / 4) ^ 4 := by
    intro u hu
    linear_combination (-(τ * Z) ^ 4 / 256 * u ^ 2 * (r * u + 1)) * hu
  -- the fourth power of `x/4 ≤ exp (x/4)`, with `x = τZ/r`
  have h : τ * Z * r⁻¹ / 4 ≤ Real.exp (τ * Z * r⁻¹ / 4) := by
    linarith [Real.add_one_le_exp (τ * Z * r⁻¹ / 4)]
  have h4 := pow_le_pow_left₀ (by positivity) h 4
  have he : branchingWeight (coulomb Z) τ r = Real.exp (τ * Z * r⁻¹ / 4) ^ 4 := by
    unfold branchingWeight coulomb
    rw [← Real.exp_nat_mul]
    congr 1
    push_cast
    ring
  rw [div_eq_mul_inv _ (r ^ 2), ← inv_pow, key r⁻¹ (mul_inv_cancel₀ hr.ne')]
  unfold radialWeight
  rw [he]
  exact mul_le_mul_of_nonneg_left h4 (sq_nonneg r)

/-- The radial weight at a bare nucleus is continuous away from the nucleus. -/
theorem coulomb_weight_continuousOn (Z τ : ℝ) :
    ContinuousOn (radialWeight (coulomb Z) τ) (Ioi 0) := by
  have h : ContinuousOn (fun r : ℝ => r ^ 2 * Real.exp (-τ * (-Z / r))) (Ioi 0) :=
    (continuous_pow 2).continuousOn.mul
      (ContinuousOn.rexp (continuousOn_const.mul
        (continuousOn_const.div continuousOn_id (fun r hr => (mem_Ioi.mp hr).ne'))))
  exact h

/-- For positive charge and time step, the weight collected between `ε` and `1`, with
`0 < ε ≤ 1`, is at least `(τZ)⁴/256 · (1/ε - 1)`. -/
theorem coulomb_integral_lower {Z τ ε : ℝ} (hZ : 0 < Z) (hτ : 0 < τ)
    (hε : 0 < ε) (hε1 : ε ≤ 1) :
    (τ * Z) ^ 4 / 256 * (ε⁻¹ - 1) ≤ ∫ r in ε..1, radialWeight (coulomb Z) τ r := by
  have hpos : ∀ r ∈ uIcc ε 1, 0 < r := by
    intro r hr
    rw [uIcc_of_le hε1] at hr
    exact lt_of_lt_of_le hε hr.1
  have hint : IntervalIntegrable (fun r : ℝ => (τ * Z) ^ 4 / 256 / r ^ 2) volume ε 1 :=
    (continuousOn_const.div (continuous_pow 2).continuousOn
      (fun r hr => pow_ne_zero 2 (hpos r hr).ne')).intervalIntegrable
  have hW : IntervalIntegrable (radialWeight (coulomb Z) τ) volume ε 1 :=
    ((coulomb_weight_continuousOn Z τ).mono hpos).intervalIntegrable
  -- the minorant has the antiderivative `-K/r`
  have hval : ∫ r in ε..1, (τ * Z) ^ 4 / 256 / r ^ 2 = (τ * Z) ^ 4 / 256 * (ε⁻¹ - 1) := by
    have hd : ∀ r ∈ uIcc ε 1, HasDerivAt (fun y : ℝ => -((τ * Z) ^ 4 / 256) * y⁻¹)
        ((τ * Z) ^ 4 / 256 / r ^ 2) r := fun r hr =>
      ((hasDerivAt_inv (hpos r hr).ne').const_mul (-((τ * Z) ^ 4 / 256))).congr_deriv
        (by ring)
    rw [intervalIntegral.integral_eq_sub_of_hasDerivAt hd hint, inv_one]
    ring
  rw [← hval]
  exact intervalIntegral.integral_mono_on hε1 hint hW
    (fun r hr => coulomb_weight_lower hZ hτ (lt_of_lt_of_le hε hr.1))

/-- At a bare nucleus of positive charge, and for every positive time step, the weight collected
between `ε` and `1` tends to infinity as `ε` decreases to zero. -/
theorem coulomb_weight_diverges {Z τ : ℝ} (hZ : 0 < Z) (hτ : 0 < τ) :
    Tendsto (fun ε : ℝ => ∫ r in ε..1, radialWeight (coulomb Z) τ r) (𝓝[>] 0) atTop := by
  have hK : 0 < (τ * Z) ^ 4 / 256 := by positivity
  have h1 : Tendsto (fun ε : ℝ => (τ * Z) ^ 4 / 256 * (ε⁻¹ + -1)) (𝓝[>] 0) atTop :=
    (tendsto_atTop_add_const_right _ (-1) tendsto_inv_nhdsGT_zero).const_mul_atTop hK
  refine tendsto_atTop_mono' _ ?_ h1
  filter_upwards [Ioo_mem_nhdsGT (zero_lt_one' ℝ)] with ε hε
  simpa only [sub_eq_add_neg] using coulomb_integral_lower hZ hτ hε.1 hε.2.le

/-- If a potential lies below `-Z/r + C` on `(0,1)` with `Z > 0`, its radial branching weight
is not integrable there, for any positive time step. -/
theorem not_integrable_of_le_coulomb {Z τ C : ℝ} {V : ℝ → ℝ} (hZ : 0 < Z) (hτ : 0 < τ)
    (hV : ∀ r ∈ Ioo (0 : ℝ) 1, V r ≤ coulomb Z r + C) :
    ¬ IntegrableOn (radialWeight V τ) (Ioo 0 1) := by
  intro h
  -- the bare Coulomb weight is dominated by a multiple of the weight of `V`
  have hc : IntegrableOn (radialWeight (coulomb Z) τ) (Ioo 0 1) := by
    refine Integrable.mono' (Integrable.const_mul h (Real.exp (τ * C)))
      (((coulomb_weight_continuousOn Z τ).mono
        (fun r hr => hr.1)).aestronglyMeasurable measurableSet_Ioo) ?_
    refine (ae_restrict_iff' measurableSet_Ioo).2 (Eventually.of_forall fun r hr => ?_)
    have hle : Real.exp (-τ * coulomb Z r) ≤ Real.exp (τ * C) * Real.exp (-τ * V r) := by
      rw [← Real.exp_add]
      apply Real.exp_le_exp.2
      nlinarith [mul_le_mul_of_nonneg_left (hV r hr) hτ.le]
    have hn : 0 ≤ radialWeight (coulomb Z) τ r :=
      mul_nonneg (sq_nonneg r) (Real.exp_pos _).le
    rw [Real.norm_of_nonneg hn]
    unfold radialWeight branchingWeight
    nlinarith [mul_le_mul_of_nonneg_left hle (sq_nonneg r)]
  -- integrability would bound all the cut-off integrals
  obtain ⟨ε, hbig, hε⟩ := ((tendsto_atTop.1 (coulomb_weight_diverges hZ hτ)
    ((∫ r in Ioo (0 : ℝ) 1, radialWeight (coulomb Z) τ r) + 1)).and
      (Ioo_mem_nhdsGT (zero_lt_one' ℝ))).exists
  rw [intervalIntegral.integral_of_le hε.2.le, integral_Ioc_eq_integral_Ioo] at hbig
  have hmono := setIntegral_mono_set hc
    (Eventually.of_forall fun r => mul_nonneg (sq_nonneg r) (Real.exp_pos _).le)
    (Ioo_subset_Ioo_left hε.1.le : Ioo ε 1 ⊆ Ioo 0 1).eventuallyLE
  linarith

/-- For the constant potential `-M` the radial weight integrates over `(0,1)` to exactly
`exp(τM)/3`. -/
theorem constant_weight_integral (M τ : ℝ) :
    ∫ r in Ioo (0 : ℝ) 1, radialWeight (fun _ => -M) τ r = Real.exp (τ * M) / 3 := by
  simp only [radialWeight, branchingWeight, neg_mul_neg]
  rw [← integral_Ioc_eq_integral_Ioo, ← intervalIntegral.integral_of_le zero_le_one,
    intervalIntegral.integral_mul_const, integral_pow]
  push_cast
  ring

/-- If a measurable potential is bounded below by `-M` on `(0,1)` and `τ ≥ 0`, its radial
weight is integrable there, with integral at most `exp(τM)/3`. -/
theorem bounded_below_weight {M τ : ℝ} {V : ℝ → ℝ} (hτ : 0 ≤ τ)
    (hm : AEMeasurable V (volume.restrict (Ioo 0 1)))
    (hV : ∀ r ∈ Ioo (0 : ℝ) 1, -M ≤ V r) :
    IntegrableOn (radialWeight V τ) (Ioo 0 1) ∧
      ∫ r in Ioo (0 : ℝ) 1, radialWeight V τ r ≤ Real.exp (τ * M) / 3 := by
  have hg : IntegrableOn (radialWeight (fun _ => -M) τ) (Ioo 0 1) := by
    have hcont : Continuous (fun r : ℝ => r ^ 2 * Real.exp (-τ * -M)) :=
      (continuous_pow 2).mul continuous_const
    exact hcont.integrableOn_Icc.mono_set Ioo_subset_Icc_self
  -- pointwise comparison with the constant potential `-M`
  have hle : ∀ r ∈ Ioo (0 : ℝ) 1, radialWeight V τ r ≤ radialWeight (fun _ => -M) τ r := by
    intro r hr
    refine mul_le_mul_of_nonneg_left (Real.exp_le_exp.2 ?_) (sq_nonneg r)
    nlinarith [mul_le_mul_of_nonneg_left (hV r hr) hτ]
  have hmeas : AEMeasurable (radialWeight V τ) (volume.restrict (Ioo 0 1)) :=
    (continuous_pow 2).measurable.aemeasurable.mul
      (Real.measurable_exp.comp_aemeasurable (hm.const_mul (-τ)))
  have hf : IntegrableOn (radialWeight V τ) (Ioo 0 1) := by
    refine Integrable.mono' hg hmeas.aestronglyMeasurable ?_
    refine (ae_restrict_iff' measurableSet_Ioo).2 (Eventually.of_forall fun r hr => ?_)
    have hn : 0 ≤ radialWeight V τ r := mul_nonneg (sq_nonneg r) (Real.exp_pos _).le
    rw [Real.norm_of_nonneg hn]
    exact hle r hr
  refine ⟨hf, ?_⟩
  rw [← constant_weight_integral]
  exact setIntegral_mono_on hf hg measurableSet_Ioo hle

/-- Holding the Coulomb attraction constant inside a core radius `rc > 0` makes the radial weight
integrable on `(0,1)`, with integral at most `exp(τZ/rc)/3`, for `Z ≥ 0` and `τ ≥ 0`. -/
theorem capped_coulomb_weight {Z rc τ : ℝ} (hZ : 0 ≤ Z) (hrc : 0 < rc) (hτ : 0 ≤ τ) :
    IntegrableOn (radialWeight (cappedCoulomb Z rc) τ) (Ioo 0 1) ∧
      ∫ r in Ioo (0 : ℝ) 1, radialWeight (cappedCoulomb Z rc) τ r
        ≤ Real.exp (τ * (Z / rc)) / 3 := by
  have hm : Measurable (cappedCoulomb Z rc) :=
    measurable_const.div (measurable_id.max measurable_const)
  refine bounded_below_weight hτ hm.aemeasurable (fun r _ => ?_)
  have h : Z / max r rc ≤ Z / rc := div_le_div_of_nonneg_left hZ hrc (le_max_right r rc)
  unfold cappedCoulomb
  rw [neg_div]
  linarith

end

end BranchingAtNucleus
```

```lean
#print axioms BranchingAtNucleus.not_integrable_of_le_coulomb
-- 'BranchingAtNucleus.not_integrable_of_le_coulomb' depends on axioms: [propext, Classical.choice, Quot.sound]
#print axioms BranchingAtNucleus.bounded_below_weight
-- 'BranchingAtNucleus.bounded_below_weight' depends on axioms: [propext, Classical.choice, Quot.sound]
#print axioms BranchingAtNucleus.capped_coulomb_weight
-- 'BranchingAtNucleus.capped_coulomb_weight' depends on axioms: [propext, Classical.choice, Quot.sound]
```

## From the pointwise bound to divergence

`coulomb_weight_lower` proves the bound K/r². The step `h` is x/4 ≤ exp(x/4), obtained from `Real.add_one_le_exp`; `h4` raises it to the fourth power, and `he` identifies the branching weight with exp(x/4)⁴. The identity `key` handles the powers of r, with u standing for 1/r.

`coulomb_weight_continuousOn` establishes continuity for r > 0, which makes the weight integrable on every interval from ε to 1. In `coulomb_integral_lower`, `hval` evaluates the integral of K/r² from its antiderivative, and `intervalIntegral.integral_mono_on` compares the two integrals. `coulomb_weight_diverges` then combines the divergence of 1/ε with this lower bound, which is applied for 0 < ε < 1.

`not_integrable_of_le_coulomb` assumes integrability and derives `hc`, the integrability of the Coulomb weight, by domination. The divergence supplies an ε whose cut-off integral is at least I + 1, while `setIntegral_mono_set` bounds the same integral by I. The final `linarith` closes the contradiction.

## Comparison with a constant potential

`constant_weight_integral` takes the constant exponential out of the integral and integrates r². In `bounded_below_weight`, `hg` is the integrability of the constant-potential weight and `hle` the pointwise comparison. With the measurability from `hmeas`, `Integrable.mono'` yields integrability for V, and `setIntegral_mono_on` turns the comparison into the bound on the integral.

`capped_coulomb_weight` applies this theorem with M = Z/r_c, after checking that the capped potential is measurable and bounded below by -Z/r_c.
